# Every eigenvalue of a finite complex matrix lies in a disc of radius $\sqrt{R_iC_i}$ about some diagonal entry

In a lattice with non-reciprocal hopping, a particle may move more easily to the right than to the left. The Hamiltonian is then not Hermitian and its eigenvalues may be complex. How far can they lie from the on-site energies? Gershgorin's row discs answer with the hopping into each site, his column discs with the hopping out of it. Ostrowski's discs use both.

Let $H$ be a complex matrix indexed by a finite set of sites, the type `n`. The entry $H_{ij}$ is the amplitude for hopping from site $j$ to site $i$, and $H_{ii}$ is the on-site energy, which may be complex. That a real open system is described by such a matrix is a physical assumption which the theorems take as their starting point.

```lean
import Mathlib

open Matrix Finset

namespace OstrowskiDiscs

noncomputable section

variable {n : Type*} [Fintype n] [DecidableEq n]
```

The total hopping strength into site $i$ is the row sum of moduli without the diagonal entry,
$$R_i=\sum_{j\ne i}|H_{ij}|,$$
written `hopIn H i`. The set `univ.erase i` contains all sites except $i$.

```lean
/-- Total strength of the hopping into site `i`: the absolute row sum of `H` without the
diagonal entry. -/
def hopIn (H : Matrix n n ℂ) (i : n) : ℝ := ∑ j ∈ univ.erase i, ‖H i j‖
```

The strength out of site $i$ is the corresponding column sum, `hopOut H i`:
$$C_i=\sum_{j\ne i}|H_{ji}|.$$

```lean
/-- Total strength of the hopping out of site `i`: the absolute column sum of `H` without the
diagonal entry. -/
def hopOut (H : Matrix n n ℂ) (i : n) : ℝ := ∑ j ∈ univ.erase i, ‖H j i‖
```

## The eigenvalue equation at one site

Let $Hx=Ex$, in Lean `H *ᵥ x = E • x`; $x$ need not be normalised. Component $i$ reads
$$(E-H_{ii})x_i=\sum_{j\ne i}H_{ij}x_j .$$
Take moduli, write $|H_{ij}||x_j|=\sqrt{|H_{ij}|}\cdot\sqrt{|H_{ij}|}\,|x_j|$, and apply the Cauchy–Schwarz inequality:
$$\bigl(|E-H_{ii}||x_i|\bigr)^2\le R_i\sum_{j\ne i}|H_{ij}||x_j|^2 .$$
In the proof, `h3` is the component equation, `h4` the triangle inequality and `h5` Cauchy–Schwarz.

```lean
/-- The eigenvalue equation at site `i` bounds the detuning `E - H i i`, weighted with the
amplitude on that site, by the incoming hopping and the weights on the other sites. -/
theorem detuning_bound {H : Matrix n n ℂ} {E : ℂ} {x : n → ℂ} (hE : H *ᵥ x = E • x) (i : n) :
    (‖E - H i i‖ * ‖x i‖) ^ 2 ≤ hopIn H i * ∑ j ∈ univ.erase i, ‖H i j‖ * ‖x j‖ ^ 2 := by
  have h1 : ∑ j, H i j * x j = E * x i := congrFun hE i
  have h2 : H i i * x i + ∑ j ∈ univ.erase i, H i j * x j = ∑ j, H i j * x j :=
    Finset.add_sum_erase _ (fun j => H i j * x j) (Finset.mem_univ i)
  have h3 : (E - H i i) * x i = ∑ j ∈ univ.erase i, H i j * x j := by
    linear_combination -h1 - h2
  -- triangle inequality
  have h4 : ‖E - H i i‖ * ‖x i‖ ≤ ∑ j ∈ univ.erase i, ‖H i j‖ * ‖x j‖ := by
    rw [← norm_mul, h3]
    exact (norm_sum_le _ _).trans (le_of_eq (Finset.sum_congr rfl fun j _ => norm_mul _ _))
  -- Cauchy-Schwarz with the hopping strengths as weights
  have h5 : (∑ j ∈ univ.erase i, ‖H i j‖ * ‖x j‖) ^ 2 ≤
      (∑ j ∈ univ.erase i, ‖H i j‖) * ∑ j ∈ univ.erase i, ‖H i j‖ * ‖x j‖ ^ 2 :=
    Finset.sum_sq_le_sum_mul_sum_of_sq_le_mul _ (fun j _ => by positivity)
      (fun j _ => by positivity) (fun j _ => le_of_eq (by ring))
  exact (pow_le_pow_left₀ (by positivity) h4 2).trans h5
```

## Counting hops by arrival or by departure

For any real weights $w_j$, exchanging the order of summation gives
$$\sum_i\sum_{j\ne i}|H_{ij}|w_j=\sum_j w_j\sum_{i\ne j}|H_{ij}|=\sum_j C_jw_j .$$
The exchange is `Finset.sum_comm'`, which needs only that $j\ne i$ and $i\ne j$ are the same condition.

```lean
/-- Weights `w` carried along all hops and summed over the sites of arrival equal the weights
multiplied by the outgoing hopping and summed over the sites of departure. -/
theorem sum_arrivals_eq_sum_departures (H : Matrix n n ℂ) (w : n → ℝ) :
    ∑ i, ∑ j ∈ univ.erase i, ‖H i j‖ * w j = ∑ j, hopOut H j * w j := by
  simp only [hopOut, Finset.sum_mul]
  exact Finset.sum_comm' (by intro i j; simp [eq_comm])
```

## No eigenvalue escapes all the discs

Let $x\ne0$, and suppose that $|E-H_{ii}|>\sqrt{R_iC_i}$ for every $i$. Where $x_i\neq0$, squaring and using the bound at site $i$ gives
$$R_iC_i|x_i|^2<|E-H_{ii}|^2|x_i|^2\le R_i\sum_{j\ne i}|H_{ij}||x_j|^2 .$$
The strict inequality rules out $R_i=0$, so $R_i$ cancels:
$$C_i|x_i|^2<\sum_{j\ne i}|H_{ij}||x_j|^2 .$$
This is `key`. Where $x_i=0$, the left side vanishes and the inequality holds with $\le$. Some $x_i$ is nonzero, so the sum over $i$ is strict (`hsum`). With $w_j=|x_j|^2$, however, the two sums are equal, which is a contradiction.

Hence some site satisfies $|E-H_{ii}|\le\sqrt{R_iC_i}$. This is the equal-weight case of Ostrowski's radii $R_i^{\alpha}C_i^{1-\alpha}$, with $\alpha=1/2$. For finite, non-interacting tight-binding models in an orthonormal basis it bounds the complex one-particle energies using the matrix entries alone.

```lean
/-- **Ostrowski discs.** Every eigenvalue `E` of a complex square matrix lies, for some site `i`,
in the disc around `H i i` whose radius is the geometric mean of the incoming and the outgoing
hopping strength. -/
theorem ostrowski {H : Matrix n n ℂ} {E : ℂ} {x : n → ℂ} (hx : x ≠ 0)
    (hE : H *ᵥ x = E • x) :
    ∃ i, ‖E - H i i‖ ≤ Real.sqrt (hopIn H i * hopOut H i) := by
  by_contra! hout
  -- outside all discs, each occupied site receives more weight than it sends out
  have key : ∀ i, x i ≠ 0 →
      hopOut H i * ‖x i‖ ^ 2 < ∑ j ∈ univ.erase i, ‖H i j‖ * ‖x j‖ ^ 2 := by
    intro i hi
    have hd : 0 < ‖E - H i i‖ := lt_of_le_of_lt (Real.sqrt_nonneg _) (hout i)
    have hlt : hopIn H i * hopOut H i < ‖E - H i i‖ ^ 2 := (Real.sqrt_lt' hd).mp (hout i)
    have hxi : 0 < ‖x i‖ ^ 2 := pow_pos (norm_pos_iff.mpr hi) 2
    have hR : 0 ≤ hopIn H i := Finset.sum_nonneg fun j _ => norm_nonneg _
    have hm := mul_lt_mul_of_pos_right hlt hxi
    have hb := detuning_bound hE i
    rw [mul_pow] at hb
    refine lt_of_mul_lt_mul_left ?_ hR
    rw [← mul_assoc]
    exact lt_of_lt_of_le hm hb
  obtain ⟨k, hk⟩ := Function.ne_iff.mp hx
  -- the sum over all sites contradicts the balance of arrivals and departures
  have hsum : ∑ i, hopOut H i * ‖x i‖ ^ 2 <
      ∑ i, ∑ j ∈ univ.erase i, ‖H i j‖ * ‖x j‖ ^ 2 := by
    refine Finset.sum_lt_sum (fun i _ => ?_) ⟨k, Finset.mem_univ k, key k hk⟩
    by_cases hi : x i = 0
    · have h0 : hopOut H i * ‖x i‖ ^ 2 = 0 := by rw [hi, norm_zero]; ring
      rw [h0]
      exact Finset.sum_nonneg fun j _ => by positivity
    · exact (key i hi).le
  rw [sum_arrivals_eq_sum_departures H (fun j => ‖x j‖ ^ 2)] at hsum
  exact lt_irrefl _ hsum
```

## Invertibility and one-way hopping

If $\det H=0$, some nonzero $x$ satisfies $Hx=0$, so $E=0$ is an eigenvalue and $|H_{ii}|\le\sqrt{R_iC_i}$ for some $i$. If instead $\sqrt{R_iC_i}<|H_{ii}|$ at every site, $H$ is invertible, which Lean states as `H.det ≠ 0`.

```lean
/-- A matrix is invertible if at every site the modulus of the diagonal entry exceeds the geometric
mean of the incoming and the outgoing hopping strength. -/
theorem det_ne_zero_of_dominant {H : Matrix n n ℂ}
    (h : ∀ i, Real.sqrt (hopIn H i * hopOut H i) < ‖H i i‖) : H.det ≠ 0 := by
  intro hdet
  obtain ⟨x, hx, h0⟩ := Matrix.exists_mulVec_eq_zero_iff.mpr hdet
  obtain ⟨i, hi⟩ := ostrowski (E := 0) hx (by rw [h0, zero_smul])
  rw [zero_sub, norm_neg] at hi
  exact not_le_of_gt (h i) hi
```

Suppose that each site has no incoming or no outgoing hopping. Then $R_iC_i=0$ everywhere, all the discs shrink to points, and every eigenvalue equals some on-site energy. An open chain of three or more sites with nonzero hopping only from each site to its right neighbour does not meet this condition, since its inner sites have both incoming and outgoing hopping. Its eigenvalues are still the on-site energies, but because its matrix is triangular; the discs at the inner sites keep a positive radius.

```lean
/-- If every site has no incoming or no outgoing hopping, then each eigenvalue is one of the
on-site energies. -/
theorem eigenvalue_of_one_way {H : Matrix n n ℂ} {E : ℂ} {x : n → ℂ} (hx : x ≠ 0)
    (hE : H *ᵥ x = E • x) (h : ∀ i, hopIn H i = 0 ∨ hopOut H i = 0) : ∃ i, E = H i i := by
  obtain ⟨i, hi⟩ := ostrowski hx hE
  have h0 : hopIn H i * hopOut H i = 0 := mul_eq_zero.mpr (h i)
  rw [h0, Real.sqrt_zero] at hi
  exact ⟨i, sub_eq_zero.mp (norm_le_zero_iff.mp hi)⟩
```

## A dimer that attains the radius

Take two sites, numbered 0 and 1, with equal on-site energy $\varepsilon$. The amplitude $a$ is for hopping from 1 to 0, and $b$ for hopping from 0 to 1:
$$H=\begin{pmatrix}\varepsilon&a\\ b&\varepsilon\end{pmatrix}.$$

```lean
/-- Two sites with equal on-site energy `ε` and independent hopping amplitudes `a` and `b` in the
two directions. -/
def dimer (ε a b : ℂ) : Matrix (Fin 2) (Fin 2) ℂ := !![ε, a; b, ε]
```

A nonzero eigenvector for $E$ exists exactly when
$$\det(H-E)=(\varepsilon-E)^2-ab=0,$$
that is, when $(E-\varepsilon)^2=ab$.

```lean
/-- `E` is an eigenvalue of the dimer exactly when `(E - ε)² = a b`. -/
theorem dimer_eigenvalue_iff (ε a b E : ℂ) :
    (∃ x : Fin 2 → ℂ, x ≠ 0 ∧ dimer ε a b *ᵥ x = E • x) ↔ (E - ε) ^ 2 = a * b := by
  have h : ∀ x : Fin 2 → ℂ, dimer ε a b *ᵥ x = E • x ↔
      (dimer ε a b - E • (1 : Matrix (Fin 2) (Fin 2) ℂ)) *ᵥ x = 0 := by
    intro x
    rw [Matrix.sub_mulVec, Matrix.smul_mulVec, Matrix.one_mulVec, sub_eq_zero]
  have hdet : (dimer ε a b - E • (1 : Matrix (Fin 2) (Fin 2) ℂ)).det
      = (E - ε) ^ 2 - a * b := by
    rw [Matrix.det_fin_two]
    simp [dimer]
    ring
  simp only [h]
  rw [Matrix.exists_mulVec_eq_zero_iff, hdet, sub_eq_zero]
```

Here $R_0=C_1=|a|$ and $C_0=R_1=|b|$, so both discs have centre $\varepsilon$ and radius $\sqrt{|a||b|}$. Taking moduli in the eigenvalue condition gives
$$|E-\varepsilon|=\sqrt{|a||b|},$$
so every eigenvalue lies on both boundary circles. The larger Gershgorin disc has radius $\max(|a|,|b|)$, which is greater whenever $|a|\ne|b|$. The proof evaluates the sums at each site after `fin_cases i`.

```lean
/-- The Ostrowski radius is sharp: each eigenvalue of the dimer lies on the boundary circles of
both discs, whatever the two hopping amplitudes are. -/
theorem dimer_on_circle {ε a b E : ℂ} {x : Fin 2 → ℂ} (hx : x ≠ 0)
    (hE : dimer ε a b *ᵥ x = E • x) (i : Fin 2) :
    ‖E - dimer ε a b i i‖ =
      Real.sqrt (hopIn (dimer ε a b) i * hopOut (dimer ε a b) i) := by
  have h := (dimer_eigenvalue_iff ε a b E).mp ⟨x, hx, hE⟩
  have hn : ‖a‖ * ‖b‖ = ‖E - ε‖ ^ 2 := by rw [← norm_mul, ← h, norm_pow]
  have e0 : (univ : Finset (Fin 2)).erase 0 = {1} := by decide
  have e1 : (univ : Finset (Fin 2)).erase 1 = {0} := by decide
  have hrad : hopIn (dimer ε a b) i * hopOut (dimer ε a b) i = ‖E - ε‖ ^ 2 := by
    rw [← hn]
    fin_cases i
    · simp [hopIn, hopOut, e0, dimer]
    · simp [hopIn, hopOut, e1, dimer, mul_comm]
  have hdiag : dimer ε a b i i = ε := by
    fin_cases i <;> simp [dimer]
  rw [hrad, hdiag, Real.sqrt_sq (norm_nonneg _)]

end

end OstrowskiDiscs
```

```lean
#print axioms OstrowskiDiscs.ostrowski
#print axioms OstrowskiDiscs.det_ne_zero_of_dominant
#print axioms OstrowskiDiscs.eigenvalue_of_one_way
#print axioms OstrowskiDiscs.dimer_on_circle
```

```
'OstrowskiDiscs.ostrowski' depends on axioms: [propext, Classical.choice, Quot.sound]
'OstrowskiDiscs.det_ne_zero_of_dominant' depends on axioms: [propext, Classical.choice, Quot.sound]
'OstrowskiDiscs.eigenvalue_of_one_way' depends on axioms: [propext, Classical.choice, Quot.sound]
'OstrowskiDiscs.dimer_on_circle' depends on axioms: [propext, Classical.choice, Quot.sound]
```
